# Strict bounds on the integral of an unnormalised Gaussian from its centre to a positive distance

The declaration `gaussInt_bounds` concerns the area under the Gaussian profile exp(−t²), from its centre at t = 0 out to a point x. The profile has height 1 at the centre and carries no normalising prefactor, and x is a dimensionless real number. For every x > 0, the theorem says that this area lies strictly between x exp(−x²) and x. The attempt takes the integral minus the lower bound, and the upper bound minus the integral, and shows from their derivatives that both differences are strictly increasing on [0, ∞). Since both vanish at 0, they are positive at every x > 0.

The failing Lean file:

```lean
import Mathlib

open Filter Topology
open scoped Real

namespace GaussIntBounds

noncomputable section

/-- The Gaussian integral from `0` to `x`. -/
def gaussInt (x : ℝ) : ℝ := ∫ t in (0 : ℝ)..x, Real.exp (-t ^ 2)

/-- The Gaussian integral grows at the rate `exp (-x²)`. -/
theorem hasDerivAt_gaussInt (x : ℝ) : HasDerivAt gaussInt (Real.exp (-x ^ 2)) x := by
  have hc : Continuous (fun t : ℝ => Real.exp (-t ^ 2)) := by fun_prop
  exact intervalIntegral.integral_hasDerivAt_right (hc.intervalIntegrable _ _)
    (hc.stronglyMeasurableAtFilter _ _) hc.continuousAt

/-- The combination `G(x) - x exp (-x²)`, with `G` the Gaussian integral, grows at the
rate `2 x² exp (-x²)`. -/
theorem hasDerivAt_enclosed (x : ℝ) :
    HasDerivAt (fun y => gaussInt y - y * Real.exp (-y ^ 2))
      (2 * x ^ 2 * Real.exp (-x ^ 2)) x := by
  have he : HasDerivAt (fun y : ℝ => Real.exp (-y ^ 2))
      (Real.exp (-x ^ 2) * (-(2 * x))) x :=
    ((hasDerivAt_pow 2 x).fun_neg.exp).congr_deriv (by norm_num)
  exact ((hasDerivAt_gaussInt x).fun_sub ((hasDerivAt_id' x).fun_mul he)).congr_deriv
    (by ring)

/-- For `x > 0` the Gaussian integral lies strictly between `x exp (-x²)` and `x`. -/
theorem gaussInt_bounds {x : ℝ} (hx : 0 < x) :
    x * Real.exp (-x ^ 2) < gaussInt x ∧ gaussInt x < x := by
  have h0 : gaussInt 0 = 0 := by simp [gaussInt]
  constructor
  · have hm : StrictMonoOn (fun y => gaussInt y - y * Real.exp (-y ^ 2)) (Set.Ici 0) := by
      refine strictMonoOn_of_deriv_pos (convex_Ici 0)
        (fun y _ => (hasDerivAt_enclosed y).continuousAt.continuousWithinAt) ?_
      intro y hy
      rw [interior_Ici] at hy
      have hy' : 0 < y := hy
      rw [(hasDerivAt_enclosed y).deriv]
      positivity
    have h : gaussInt 0 - 0 * Real.exp (-0 ^ 2) < gaussInt x - x * Real.exp (-x ^ 2) :=
      hm (Set.mem_Ici.2 le_rfl) (Set.mem_Ici.2 hx.le) hx
    rw [h0, zero_mul] at h
    linarith
  · have hd : ∀ y, HasDerivAt (fun z => z - gaussInt z) (1 - Real.exp (-y ^ 2)) y :=
      fun y => (hasDerivAt_id' y).fun_sub (hasDerivAt_gaussInt y)
    have hm : StrictMonoOn (fun z => z - gaussInt z) (Set.Ici 0) := by
      refine strictMonoOn_of_deriv_pos (convex_Ici 0)
        (fun y _ => (hd y).continuousAt.continuousWithinAt) ?_
      intro y hy
      rw [interior_Ici] at hy
      have hy' : 0 < y ^ 2 := pow_pos hy 2
      rw [(hd y).deriv]
      exact sub_pos.2 (Real.exp_lt_one (by linarith))
    have h : 0 - gaussInt 0 < x - gaussInt x :=
      hm (Set.mem_Ici.2 le_rfl) (Set.mem_Ici.2 hx.le) hx
    linarith

end

end GaussIntBounds
```

The compiler's answer:

```
Main.lean:56:23: error(lean.unknownIdentifier): Unknown constant `Real.exp_lt_one`
```

Diagnosis. The single message says that Lean knows no constant called `Real.exp_lt_one`. The name is used in the proof of the upper bound, where the derivative of `z - gaussInt z` at a point `y > 0` has to be shown positive. That derivative is `1 - Real.exp (-y ^ 2)`, and `sub_pos.2` reduces the task to `Real.exp (-y ^ 2) < 1`. The step is sound mathematically, but the lemma cited for it does not exist under that name in the Mathlib being used.

The repair cites `Real.exp_lt_one_iff` instead, an equivalence saying that the exponential of a real number is less than 1 exactly when that number is negative. Its right-to-left direction, `.2`, turns a proof of `-y ^ 2 < 0` into the inequality needed. `linarith` supplies that proof from `hy' : 0 < y ^ 2`, and the call to it is unchanged.

This version goes through:

```diff
@@ -54,5 +54,5 @@
       have hy' : 0 < y ^ 2 := pow_pos hy 2
       rw [(hd y).deriv]
-      exact sub_pos.2 (Real.exp_lt_one (by linarith))
+      exact sub_pos.2 (Real.exp_lt_one_iff.2 (by linarith))
     have h : 0 - gaussInt 0 < x - gaussInt x :=
       hm (Set.mem_Ici.2 le_rfl) (Set.mem_Ici.2 hx.le) hx
```
